# Orbitals and level order of minimal-basis H₂ for a given Fock matrix

To find the molecular orbitals of H₂ in a basis of one real, normalized function per atom, we take the Fock matrix as given: its entries are two fixed real numbers, not functions of the electron density. The functions \(\chi_0\) and \(\chi_1\) are equivalent by symmetry, and we assume that the electron density behind the Fock matrix shares this symmetry, so the two diagonal elements are equal. Call them \(a\), call the off-diagonal element \(b\), and let \(s\) be the overlap of \(\chi_0\) with \(\chi_1\):

\[
F=\begin{pmatrix}a&b\\b&a\end{pmatrix},\qquad
S=\begin{pmatrix}1&s\\s&1\end{pmatrix}.
\]

An orbital \(c_0\chi_0+c_1\chi_1\) is represented by its coefficient vector \(c\). It has the orbital energy \(\varepsilon\) if \(c\neq0\) and the Roothaan equation \(Fc=\varepsilon Sc\) holds.

```lean
import Mathlib

open Matrix

namespace MinimalBasisH2

noncomputable section
```

In Lean, `fock a b` and `overlap s` are these matrices. The type `Fin 2 → ℝ` holds real coefficient vectors with indices 0 and 1.

```lean
/-- The Fock matrix of two equivalent basis orbitals, with diagonal element `a` and
coupling `b`. -/
def fock (a b : ℝ) : Matrix (Fin 2) (Fin 2) ℝ := !![a, b; b, a]

/-- The overlap matrix of two normalized basis orbitals with mutual overlap `s`. -/
def overlap (s : ℝ) : Matrix (Fin 2) (Fin 2) ℝ := !![1, s; s, 1]
```

The proposition `Roothaan a b s c ε` says that \(c\) and \(\varepsilon\) satisfy the matrix equation. It also admits \(c=0\), so a statement about orbital energies has to exclude that vector.

```lean
/-- The Roothaan equation `F c = ε S c` for the coefficient vector `c` and the energy `ε`. -/
def Roothaan (a b s : ℝ) (c : Fin 2 → ℝ) (ε : ℝ) : Prop :=
  fock a b *ᵥ c = ε • (overlap s *ᵥ c)
```

Four more definitions name two trial vectors and two trial energies. The name `bonding` stands for the in-phase combination, whether or not its level is the lower one.

```lean
/-- The in-phase combination `(1, 1) / √(2(1 + s))`, for `s > -1`. -/
def bonding (s : ℝ) : Fin 2 → ℝ :=
  ![1 / √(2 * (1 + s)), 1 / √(2 * (1 + s))]

/-- The out-of-phase combination `(1, -1) / √(2(1 - s))`, for `s < 1`. -/
def antibonding (s : ℝ) : Fin 2 → ℝ :=
  ![1 / √(2 * (1 - s)), -(1 / √(2 * (1 - s)))]

/-- The energy `(a + b) / (1 + s)`, for `s ≠ -1`. -/
def bondingEnergy (a b s : ℝ) : ℝ := (a + b) / (1 + s)

/-- The energy `(a - b) / (1 - s)`, for `s ≠ 1`. -/
def antibondingEnergy (a b s : ℝ) : ℝ := (a - b) / (1 - s)
```

From part (c) onwards we assume \(|s|<1\), which says that the two normalized basis functions are linearly independent. This holds for two 1s functions on separate nuclei.

What remains between this model and a Hartree–Fock calculation on H₂ is the calculation of \(a\) and \(b\) from the integrals and the density. If the in-phase orbital is doubly occupied, the density matrix depends on \(s\) alone, so this step needs no iteration. Once \(a\) and \(b\) are known, the results below give the canonical orbitals and orbital energies of the restricted calculation in this two-function basis, but not the total energy.

## (a) The overlap of two orbitals

**Task.** Show that orbitals with coefficient vectors \(c\) and \(d\) have the overlap

\[
c^{T}Sd=c_0d_0+c_1d_1+s\,(c_0d_1+c_1d_0).
\]

**Solution.** The product \(Sd\) has the components \(d_0+s\,d_1\) and \(s\,d_0+d_1\). Multiplying them by \(c_0\) and \(c_1\) and adding gives

\[
c_0d_0+s\,c_0d_1+s\,c_1d_0+c_1d_1,
\]

which is the stated form. In Lean, `simp` writes out the sums and `ring` collects the terms.

```lean
/-- The overlap of two orbitals, written out in their coefficients. -/
theorem overlap_form (s : ℝ) (c d : Fin 2 → ℝ) :
    c ⬝ᵥ (overlap s *ᵥ d) = c 0 * d 0 + c 1 * d 1 + s * (c 0 * d 1 + c 1 * d 0) := by
  simp [overlap, Matrix.mulVec, dotProduct, Fin.sum_univ_two]
  ring
```

## (b) The Roothaan equation in components

**Task.** Show that \(Fc=\varepsilon Sc\) is equivalent to the pair

\[
a c_0+b c_1=\varepsilon(c_0+s c_1),\qquad
b c_0+a c_1=\varepsilon(s c_0+c_1).
\]

**Solution.** The left-hand sides are the two components of \(Fc\), and the right-hand sides are those of \(\varepsilon Sc\). Two vectors are equal exactly when their components agree, which is what `funext_iff` and `Fin.forall_fin_two` supply.

```lean
/-- The Roothaan equation is a pair of linear equations for the two coefficients. -/
theorem roothaan_iff (a b s : ℝ) (c : Fin 2 → ℝ) (ε : ℝ) :
    Roothaan a b s c ε ↔
      a * c 0 + b * c 1 = ε * (c 0 + s * c 1) ∧
      b * c 0 + a * c 1 = ε * (s * c 0 + c 1) := by
  simp [Roothaan, fock, overlap, funext_iff, Fin.forall_fin_two, dotProduct,
    Fin.sum_univ_two]
```

## (c) Orthonormality

**Task.** For \(|s|<1\), let

\[
c_\pm=N_\pm\begin{pmatrix}1\\ \pm1\end{pmatrix},\qquad
N_\pm=\frac{1}{\sqrt{2(1\pm s)}}.
\]

Show that

\[
c_+^{T}Sc_+=1,\qquad c_-^{T}Sc_-=1,\qquad c_+^{T}Sc_-=0.
\]

**Solution.** Both \(1+s\) and \(1-s\) are positive, so the square roots are real and nonzero. By (a),

\[
c_\pm^{T}Sc_\pm=N_\pm^2(1+1\pm2s)=N_\pm^2\cdot2(1\pm s)=1.
\]

For the mixed product,

\[
c_+^{T}Sc_-=N_+N_-\bigl[(1-1)+s(-1+1)\bigr]=0.
\]

The vectors \(c_+\) and \(c_-\) are `bonding s` and `antibonding s`. The auxiliary statement `key` says that \((1/\sqrt t)^2\,t=1\) for \(t>0\). With \(t=2(1\pm s)\) it gives the two normalizations, and `ring` carries out the cancellation in the mixed product.

```lean
/-- For `|s| < 1` the in-phase and out-of-phase orbitals are normalized and mutually
orthogonal in the overlap metric. -/
theorem orbitals_orthonormal {s : ℝ} (hs : |s| < 1) :
    bonding s ⬝ᵥ (overlap s *ᵥ bonding s) = 1 ∧
    antibonding s ⬝ᵥ (overlap s *ᵥ antibonding s) = 1 ∧
    bonding s ⬝ᵥ (overlap s *ᵥ antibonding s) = 0 := by
  obtain ⟨h1, h2⟩ := abs_lt.mp hs
  -- the normalization constants squared
  have key : ∀ t : ℝ, 0 < t → (1 / √t) ^ 2 * t = 1 := by
    intro t ht
    rw [div_pow, Real.sq_sqrt ht.le, one_pow, one_div_mul_cancel ht.ne']
  have hp := key (2 * (1 + s)) (by linarith)
  have hm := key (2 * (1 - s)) (by linarith)
  simp only [overlap_form, bonding, antibonding, Matrix.cons_val_zero, Matrix.cons_val_one]
  refine ⟨?_, ?_, ?_⟩
  · linear_combination hp
  · linear_combination hm
  · ring
```

## (d) The two orbital energies

**Task.** For \(|s|<1\), show that \(c_+\) and \(c_-\) solve the Roothaan equation with the energies

\[
\varepsilon_+=\frac{a+b}{1+s},\qquad \varepsilon_-=\frac{a-b}{1-s}.
\]

**Solution.** Insert \(c_+\) into the equations of (b). Both become

\[
N_+(a+b)=\varepsilon N_+(1+s),
\]

which holds for \(\varepsilon=\varepsilon_+\). For \(c_-\) the first equation is

\[
N_-(a-b)=\varepsilon N_-(1-s),
\]

and the second is the same equation times \(-1\). Both hold for \(\varepsilon=\varepsilon_-\).

In the proof, `hg` and `hu` are the relations \(\varepsilon_+(1+s)=a+b\) and \(\varepsilon_-(1-s)=a-b\). Each `linear_combination` multiplies one of them by \(N_+\) or \(N_-\), up to sign.

```lean
/-- For `|s| < 1` the in-phase and out-of-phase orbitals solve the Roothaan equation with
energies `(a + b) / (1 + s)` and `(a - b) / (1 - s)`. -/
theorem orbitals_solve (a b : ℝ) {s : ℝ} (hs : |s| < 1) :
    Roothaan a b s (bonding s) (bondingEnergy a b s) ∧
    Roothaan a b s (antibonding s) (antibondingEnergy a b s) := by
  obtain ⟨h1, h2⟩ := abs_lt.mp hs
  have hg : bondingEnergy a b s * (1 + s) = a + b :=
    div_mul_cancel₀ _ (by linarith : 0 < 1 + s).ne'
  have hu : antibondingEnergy a b s * (1 - s) = a - b :=
    div_mul_cancel₀ _ (by linarith : 0 < 1 - s).ne'
  simp only [roothaan_iff, bonding, antibonding, Matrix.cons_val_zero, Matrix.cons_val_one]
  refine ⟨⟨?_, ?_⟩, ?_, ?_⟩
  · linear_combination (-(1 / √(2 * (1 + s)))) * hg
  · linear_combination (-(1 / √(2 * (1 + s)))) * hg
  · linear_combination (-(1 / √(2 * (1 - s)))) * hu
  · linear_combination (1 / √(2 * (1 - s))) * hu
```

## (e) The order of the levels

**Task.** For \(|s|<1\), show that

\[
\varepsilon_+<\varepsilon_-\quad\Longleftrightarrow\quad b<as.
\]

**Solution.** Since \(1+s\) and \(1-s\) are positive, the inequality \(\varepsilon_+<\varepsilon_-\) is equivalent to

\[
(a+b)(1-s)<(a-b)(1+s).
\]

Expanding both sides gives

\[
a-as+b-bs<a+as-b-bs.
\]

The terms \(a\) and \(-bs\) cancel, which leaves \(2b<2as\).

The theorem `minimal_basis_h2` joins this equivalence to the results of (c) and (d). The lemma `div_lt_div_iff₀` clears the denominators, and `nlinarith` handles the expanded inequality in each direction.

```lean
/-- For `|s| < 1` the in-phase and out-of-phase orbitals are orthonormal solutions of the
Roothaan equation, and the in-phase level lies strictly lower if and only if `b < a s`. -/
theorem minimal_basis_h2 (a b : ℝ) {s : ℝ} (hs : |s| < 1) :
    (bonding s ⬝ᵥ (overlap s *ᵥ bonding s) = 1 ∧
      antibonding s ⬝ᵥ (overlap s *ᵥ antibonding s) = 1 ∧
      bonding s ⬝ᵥ (overlap s *ᵥ antibonding s) = 0) ∧
    (Roothaan a b s (bonding s) (bondingEnergy a b s) ∧
      Roothaan a b s (antibonding s) (antibondingEnergy a b s)) ∧
    (bondingEnergy a b s < antibondingEnergy a b s ↔ b < a * s) := by
  refine ⟨orbitals_orthonormal hs, orbitals_solve a b hs, ?_⟩
  obtain ⟨h1, h2⟩ := abs_lt.mp hs
  -- clear the positive denominators
  rw [bondingEnergy, antibondingEnergy,
    div_lt_div_iff₀ (by linarith : 0 < 1 + s) (by linarith : 0 < 1 - s)]
  constructor <;> intro h <;> nlinarith
```

## (f) No further orbital energies

**Task.** For \(|s|<1\), show that a real number \(\varepsilon\) satisfies

\[
Fc=\varepsilon Sc\ \text{ for some } c\neq0
\quad\Longleftrightarrow\quad
\varepsilon=\varepsilon_+\ \text{ or }\ \varepsilon=\varepsilon_-.
\]

**Solution.** Let \(c\neq0\) be a solution. Adding and subtracting the equations of (b) gives

\[
(a+b)(c_0+c_1)=\varepsilon(1+s)(c_0+c_1),
\]
\[
(a-b)(c_0-c_1)=\varepsilon(1-s)(c_0-c_1).
\]

If \(c_0+c_1\neq0\), divide the first equation by it to obtain \(\varepsilon=\varepsilon_+\). If \(c_0+c_1=0\), then \(c_0-c_1\neq0\), because otherwise both coefficients would vanish. The second equation then gives \(\varepsilon=\varepsilon_-\).

Conversely, (d) provides a solution for each of the two values. By (c) these solutions have norm 1, so they are not zero.

The Lean proof makes the same case distinction with `by_cases hsum`, and `mul_left_cancel₀` removes the nonzero factor. In the converse direction, a zero vector would turn the normalization into \(0=1\).

```lean
/-- For `|s| < 1` a number is the energy of some nonzero solution of the Roothaan equation
if and only if it is `(a + b) / (1 + s)` or `(a - b) / (1 - s)`. -/
theorem orbital_energies (a b : ℝ) {s : ℝ} (hs : |s| < 1) (ε : ℝ) :
    (∃ c : Fin 2 → ℝ, c ≠ 0 ∧ Roothaan a b s c ε) ↔
      ε = bondingEnergy a b s ∨ ε = antibondingEnergy a b s := by
  obtain ⟨h1, h2⟩ := abs_lt.mp hs
  constructor
  · rintro ⟨c, hc, h⟩
    obtain ⟨e1, e2⟩ := (roothaan_iff a b s c ε).mp h
    by_cases hsum : c 0 + c 1 = 0
    · -- the difference of the coefficients survives
      right
      have hd : c 0 - c 1 ≠ 0 := by
        intro h'
        apply hc
        ext i
        fin_cases i
        · change c 0 = 0
          linarith
        · change c 1 = 0
          linarith
      rw [antibondingEnergy, eq_div_iff (by linarith : 0 < 1 - s).ne']
      apply mul_left_cancel₀ hd
      linear_combination e2 - e1
    · -- the sum of the coefficients survives
      left
      rw [bondingEnergy, eq_div_iff (by linarith : 0 < 1 + s).ne']
      apply mul_left_cancel₀ hsum
      linear_combination -e1 - e2
  · obtain ⟨ng, nu, _⟩ := orbitals_orthonormal hs
    obtain ⟨sg, su⟩ := orbitals_solve a b hs
    rintro (rfl | rfl)
    · refine ⟨bonding s, fun h0 => ?_, sg⟩
      rw [h0] at ng
      simp at ng
    · refine ⟨antibonding s, fun h0 => ?_, su⟩
      rw [h0] at nu
      simp at nu
```

## (g) The unequal shifts

**Task.** Let \(|s|<1\) and \(b<as\), so that the in-phase level is the lower one. Show that

\[
a-\varepsilon_+<\varepsilon_--a\quad\Longleftrightarrow\quad s>0.
\]

The reference \(a\) is the diagonal Fock element in the molecule, not the energy of a free atom.

**Solution.** Put each shift over its denominator:

\[
a-\varepsilon_+=\frac{a+as-a-b}{1+s}=\frac{as-b}{1+s},
\]
\[
\varepsilon_--a=\frac{a-b-a+as}{1-s}=\frac{as-b}{1-s}.
\]

The common numerator \(D=as-b\) is positive by assumption. Clearing the positive denominators turns the comparison into \(D(1-s)<D(1+s)\), that is, \(0<2Ds\). Since \(D>0\), this holds exactly when \(s>0\).

The steps `eg` and `eu` are the two formulas for the shifts, and `hD` is the positivity of \(D\). The final `nlinarith` calls use the sign of the product \(Ds\).

```lean
/-- For `|s| < 1` and `b < a s`, the out-of-phase level is raised above `a` by more than the
in-phase level is lowered below `a` if and only if the overlap is positive. -/
theorem splitting_asymmetry {a b s : ℝ} (hs : |s| < 1) (hb : b < a * s) :
    a - bondingEnergy a b s < antibondingEnergy a b s - a ↔ 0 < s := by
  obtain ⟨h1, h2⟩ := abs_lt.mp hs
  have hp : 0 < 1 + s := by linarith
  have hm : 0 < 1 - s := by linarith
  have hD : 0 < a * s - b := by linarith
  -- both shifts share the numerator `a s - b`
  have eg : a - bondingEnergy a b s = (a * s - b) / (1 + s) := by
    rw [bondingEnergy, eq_div_iff hp.ne', sub_mul, div_mul_cancel₀ _ hp.ne']
    ring
  have eu : antibondingEnergy a b s - a = (a * s - b) / (1 - s) := by
    rw [antibondingEnergy, eq_div_iff hm.ne', sub_mul, div_mul_cancel₀ _ hm.ne']
    ring
  rw [eg, eu, div_lt_div_iff₀ hp hm]
  constructor
  · intro h
    by_contra hn
    have hn' : 0 ≤ -s := by linarith
    nlinarith [mul_nonneg hD.le hn']
  · intro h
    nlinarith [mul_pos hD h]

end

end MinimalBasisH2
```

```lean
#print axioms MinimalBasisH2.minimal_basis_h2
#print axioms MinimalBasisH2.orbital_energies
#print axioms MinimalBasisH2.splitting_asymmetry
```

```
'MinimalBasisH2.minimal_basis_h2' depends on axioms: [propext, Classical.choice, Quot.sound]
'MinimalBasisH2.orbital_energies' depends on axioms: [propext, Classical.choice, Quot.sound]
'MinimalBasisH2.splitting_asymmetry' depends on axioms: [propext, Classical.choice, Quot.sound]
```

## Numbers for one overlap

Take \(s=0.6\), \(a=-0.4\) and \(b=-0.6\), with energies in hartree. These values are chosen for easy arithmetic and do not come from integrals. The coefficients have the magnitudes

\[
N_+=\frac1{\sqrt{3.2}}\approx0.559,\qquad
N_-=\frac1{\sqrt{0.8}}\approx1.118,
\]

and the levels are

\[
\varepsilon_+=\frac{-1.0}{1.6}=-0.625,\qquad
\varepsilon_-=\frac{0.2}{0.4}=0.5.
\]

Here \(as=-0.24\), so \(b<as\), and the in-phase level is indeed the lower one. It lies 0.225 below \(a\), while the out-of-phase level lies 0.9 above it.

Now change \(b\) to \(-0.2\). The coupling is still negative, but \(b>as\). The levels become \(\varepsilon_+=-0.6/1.6=-0.375\) and \(\varepsilon_-=-0.2/0.4=-0.5\), so the out-of-phase orbital is now the lower one. A negative \(b\) alone therefore does not place the in-phase level below the other.
